# Interlacing of harmonic eigenvalues when the mass of one coordinate changes: $\lambda_k\le\lambda'_{k+1}$ and $\lambda'_k\le\lambda_{k+1}$

A: Take a harmonic system with $n$ coordinates, a real symmetric force-constant matrix $\Phi$ and a positive mass for each coordinate. Change the mass of one coordinate and keep $\Phi$. (An atom that moves in three dimensions has three coordinates; that case comes below.) If $\lambda_0\le\dots\le\lambda_{n-1}$ are the squared frequencies before the change and $\lambda'_0\le\dots\le\lambda'_{n-1}$ those after it, then

$$\lambda_k\le\lambda'_{k+1},\qquad \lambda'_k\le\lambda_{k+1},\qquad k=0,\dots,n-2.$$

I count from zero, as Lean does.

Q: Squared frequencies of which matrix? My dynamical matrix is the mass-weighted $M^{-1/2}\Phi M^{-1/2}$, where $M$ is the diagonal matrix of the masses $m_i$.

A: The code gives that name to $M^{-1}\Phi$, the matrix in the equation of motion $\ddot x=-M^{-1}\Phi x$ for the displacements $x$. It is generally not symmetric, but it has the same characteristic polynomial as yours.

```lean
import Mathlib

open Matrix Polynomial

namespace IsotopicSubstitution

noncomputable section

variable {n : ℕ}

/-- The dynamical matrix `M⁻¹ Φ` of force constants `Φ` and nonzero masses `m`. -/
def dynamicalMatrix (m : Fin n → ℝ) (Φ : Matrix (Fin n) (Fin n) ℝ) :
    Matrix (Fin n) (Fin n) ℝ :=
  diagonal (fun i => (m i)⁻¹) * Φ
```

Q: And what counts as its sorted spectrum? Degenerate modes must not be lost.

A: A list `l` qualifies if it is increasing and the product of the factors $X-l_i$ is the characteristic polynomial, so a doubly degenerate level appears twice. The entries of `l` and `l'` are the $\lambda_k$ and $\lambda'_k$ above. They may be negative, which describes an unstable mode; stability is not assumed.

```lean
/-- The list `l` consists of the eigenvalues of `A`, in increasing order and repeated
according to their algebraic multiplicity. -/
def IsSortedSpectrum (A : Matrix (Fin n) (Fin n) ℝ) (l : Fin n → ℝ) : Prop :=
  Monotone l ∧ A.charpoly = ∏ i, (X - C (l i))
```

Q: You have two species with different normal modes. How do you compare them?

A: Through two quadratic forms, the mass form $\sum_i m_ix_i^2$ and the potential form $x^{T}\Phi x$, both without their factor $\tfrac12$. Each species has normal coordinates $Qx$, with $Q$ a matrix, in which both forms are sums of squares. The first lemma is the identity $x^{T}Q^{T}\mathrm{diag}(d)\,Qx=\sum_i d_i(Qx)_i^2$ for any weights $d_i$.

```lean
/-- A quadratic form `Qᵀ diag(d) Q` is a weighted sum of squares of the coordinates `Q x`. -/
theorem quadratic_form_eq_sum (Q : Matrix (Fin n) (Fin n) ℝ) (d x : Fin n → ℝ) :
    x ⬝ᵥ (Qᵀ * diagonal d * Q) *ᵥ x = ∑ i, d i * (Q *ᵥ x) i ^ 2 := by
  rw [← Matrix.mulVec_mulVec, ← Matrix.mulVec_mulVec, Matrix.dotProduct_mulVec,
    Matrix.vecMul_transpose]
  unfold dotProduct
  refine Finset.sum_congr rfl fun i _ => ?_
  rw [Matrix.mulVec_diagonal]
  ring
```

To find $Q$, diagonalise the mass-weighted matrix, $M^{-1/2}\Phi M^{-1/2}=V\,\mathrm{diag}(e)\,V^{T}$ with $V$ orthogonal, and set $Q=V^{T}M^{1/2}$. Then

$$Q^{T}Q=M^{1/2}VV^{T}M^{1/2}=M,$$
$$Q^{T}\mathrm{diag}(e)\,Q=M^{1/2}\bigl(M^{-1/2}\Phi M^{-1/2}\bigr)M^{1/2}=\Phi,$$

and therefore

$$\sum_i m_ix_i^2=\sum_i(Qx)_i^2,\qquad x^{T}\Phi x=\sum_i e_i(Qx)_i^2.$$

Since $AB$ and $BA$ have the same characteristic polynomial, taking $A=M^{-1/2}$ and $B=M^{-1/2}\Phi$ shows that the $e_i$ are the eigenvalues of $M^{-1}\Phi$.

In the proof, `S` and `R` are $M^{1/2}$ and $M^{-1/2}$. The steps `hM` and `hP` are the two displayed matrix identities, and `Matrix.charpoly_mul_comm` is the exchange of factors.

```lean
/-- Normal coordinates: for symmetric force constants and positive masses, linear coordinates
`Q x` turn the mass form into a sum of squares and the potential form into a sum of squares
weighted by the eigenvalues `e` of the dynamical matrix. -/
theorem exists_normal_coordinates {Φ : Matrix (Fin n) (Fin n) ℝ} (hΦ : Φ.IsSymm)
    {m : Fin n → ℝ} (hm : ∀ i, 0 < m i) :
    ∃ (e : Fin n → ℝ) (Q : Matrix (Fin n) (Fin n) ℝ),
      (∀ x : Fin n → ℝ, ∑ i, m i * x i ^ 2 = ∑ i, (Q *ᵥ x) i ^ 2) ∧
      (∀ x : Fin n → ℝ, x ⬝ᵥ Φ *ᵥ x = ∑ i, e i * (Q *ᵥ x) i ^ 2) ∧
      (dynamicalMatrix m Φ).charpoly = ∏ i, (X - C (e i)) := by
  -- the square root S of the mass matrix and its inverse R
  obtain ⟨S, hS⟩ : ∃ S, S = diagonal (fun i => √(m i)) := ⟨_, rfl⟩
  obtain ⟨R, hR⟩ : ∃ R, R = diagonal (fun i => (√(m i))⁻¹) := ⟨_, rfl⟩
  have hSt : Sᵀ = S := by rw [hS, diagonal_transpose]
  have hRt : Rᵀ = R := by rw [hR, diagonal_transpose]
  have hSR : S * R = 1 := by
    rw [hS, hR, diagonal_mul_diagonal, ← diagonal_one]
    congr 1
    funext i
    exact mul_inv_cancel₀ (Real.sqrt_pos.2 (hm i)).ne'
  have hRS : R * S = 1 := mul_eq_one_comm.1 hSR
  have hSS : S * S = diagonal m := by
    rw [hS, diagonal_mul_diagonal]
    congr 1
    funext i
    exact Real.mul_self_sqrt (hm i).le
  have hRR : R * R = diagonal (fun i => (m i)⁻¹) := by
    rw [hR, diagonal_mul_diagonal]
    congr 1
    funext i
    rw [← mul_inv, Real.mul_self_sqrt (hm i).le]
  have hD : (R * Φ * R).IsHermitian := by
    rw [Matrix.IsHermitian, conjTranspose_eq_transpose_of_trivial, transpose_mul,
      transpose_mul, hRt, hΦ.eq, Matrix.mul_assoc]
  -- orthogonal diagonalisation of the mass-weighted matrix
  obtain ⟨V, hV, hDV⟩ : ∃ V : Matrix (Fin n) (Fin n) ℝ,
      V * Vᵀ = 1 ∧ R * Φ * R * V = V * diagonal hD.eigenvalues := by
    refine ⟨hD.eigenvectorUnitary, ?_, ?_⟩
    · have h := mem_unitaryGroup_iff.1 hD.eigenvectorUnitary.2
      rwa [star_eq_conjTranspose, conjTranspose_eq_transpose_of_trivial] at h
    · ext i j
      have h := congrFun (hD.mulVec_eigenvectorBasis j) i
      rw [mul_diagonal, mul_comm]
      exact h
  have hL : V * diagonal hD.eigenvalues * Vᵀ = R * Φ * R := by
    rw [← hDV, Matrix.mul_assoc _ V, hV, Matrix.mul_one]
  have hM : (Vᵀ * S)ᵀ * (Vᵀ * S) = diagonal m := by
    rw [transpose_mul, transpose_transpose, hSt]
    calc S * V * (Vᵀ * S) = S * (V * Vᵀ) * S := by noncomm_ring
      _ = diagonal m := by rw [hV, Matrix.mul_one, hSS]
  have hP : (Vᵀ * S)ᵀ * diagonal hD.eigenvalues * (Vᵀ * S) = Φ := by
    rw [transpose_mul, transpose_transpose, hSt]
    calc S * V * diagonal hD.eigenvalues * (Vᵀ * S)
        = S * (V * diagonal hD.eigenvalues * Vᵀ) * S := by noncomm_ring
      _ = (S * R) * Φ * (R * S) := by rw [hL]; noncomm_ring
      _ = Φ := by rw [hSR, hRS, Matrix.one_mul, Matrix.mul_one]
  refine ⟨hD.eigenvalues, Vᵀ * S, fun x => ?_, fun x => ?_, ?_⟩
  · have h1 := quadratic_form_eq_sum (Vᵀ * S) (fun _ => 1) x
    have h2 := quadratic_form_eq_sum 1 m x
    rw [diagonal_one, Matrix.mul_one, hM] at h1
    rw [transpose_one, Matrix.one_mul, Matrix.mul_one, Matrix.one_mulVec] at h2
    rw [← h2, h1]
    exact Finset.sum_congr rfl fun i _ => one_mul _
  · rw [← quadratic_form_eq_sum, hP]
  · rw [dynamicalMatrix, ← hRR, Matrix.mul_assoc, Matrix.charpoly_mul_comm]
    exact hD.charpoly_eq
```

Q: The main theorem takes the sorted lists as hypotheses. What if no such list exists?

A: One always does under the same assumptions on $\Phi$ and the masses: sort the $e_i$.

```lean
/-- For symmetric force constants and positive masses the dynamical matrix has a full sorted
list of real eigenvalues. -/
theorem exists_sorted_spectrum {Φ : Matrix (Fin n) (Fin n) ℝ} (hΦ : Φ.IsSymm)
    {m : Fin n → ℝ} (hm : ∀ i, 0 < m i) :
    ∃ l, IsSortedSpectrum (dynamicalMatrix m Φ) l := by
  obtain ⟨e, -, -, -, he⟩ := exists_normal_coordinates hΦ hm
  refine ⟨e ∘ Tuple.sort e, Tuple.monotone_sort e, ?_⟩
  rw [he]
  exact (Equiv.prod_comp (Tuple.sort e) fun i => X - C (e i)).symm
```

Q: But the $e_i$ come unsorted, and the inequality is about the sorted list.

A: Only counts matter. Equal characteristic polynomials have the same roots with the same multiplicities, so `l` and `e` have equally many entries below any given value, or above it.

```lean
/-- Two lists of levels with the same characteristic polynomial have equally many levels
with any given property `p`. -/
theorem card_levels_eq {l e : Fin n → ℝ}
    (h : ∏ i, (X - C (l i)) = ∏ i, (X - C (e i))) (p : ℝ → Prop) [DecidablePred p] :
    (Finset.univ.filter fun i => p (l i)).card =
      (Finset.univ.filter fun i => p (e i)).card := by
  have key : ∀ f : Fin n → ℝ,
      (∏ i, (X - C (f i))).roots = Finset.univ.val.map f := by
    intro f
    have h := roots_multiset_prod_X_sub_C (Finset.univ.val.map f)
    rw [Multiset.map_map] at h
    exact h
  have hm : Finset.univ.val.map l = Finset.univ.val.map e := by
    rw [← key l, ← key e, h]
  have hc := congrArg (Multiset.countP p) hm
  rw [Multiset.countP_map, Multiset.countP_map] at hc
  exact hc
```

Q: Then where does the inequality come from?

A: From a displacement that both species treat alike. Let the masses differ only on a set $s$ of $r$ coordinates, and suppose that $\lambda'_{k+r}<\lambda_k$. Writing $Q'$ and $e'$ for the normal coordinates and eigenvalues of the new species, require of $x$ that

- $(Qx)_i=0$ whenever $e_i<\lambda_k$, which is at most $k$ conditions;
- $(Q'x)_i=0$ whenever $e'_i>\lambda'_{k+r}$, at most $n-1-(k+r)$ conditions;
- $x_i=0$ for $i$ in $s$, which is $r$ conditions.

These are at most $n-1$ homogeneous linear conditions on $n$ unknowns, so a nonzero $x$ satisfies them all. The lemma below argues by contradiction: without such an $x$, the map from $x$ to the constrained coordinates would be injective into a space of dimension less than $n$.

```lean
/-- If fewer than `n` conditions are imposed, some nonzero displacement vanishes on the sites
`s`, in the coordinates `A` of `Q x` and in the coordinates `B` of `Q' x`. -/
theorem exists_constrained_displacement (Q Q' : Matrix (Fin n) (Fin n) ℝ)
    (A B s : Finset (Fin n)) (h : A.card + B.card + s.card < n) :
    ∃ x : Fin n → ℝ, x ≠ 0 ∧ (∀ i ∈ A, (Q *ᵥ x) i = 0) ∧
      (∀ i ∈ B, (Q' *ᵥ x) i = 0) ∧ ∀ i ∈ s, x i = 0 := by
  by_contra hno
  let f : (Fin n → ℝ) →ₗ[ℝ] (A → ℝ) × (B → ℝ) × (s → ℝ) :=
    ((LinearMap.funLeft ℝ ℝ (Subtype.val : A → Fin n)).comp Q.mulVecLin).prod
      (((LinearMap.funLeft ℝ ℝ (Subtype.val : B → Fin n)).comp Q'.mulVecLin).prod
        (LinearMap.funLeft ℝ ℝ (Subtype.val : s → Fin n)))
  have hf : Function.Injective f := by
    rw [← LinearMap.ker_eq_bot, LinearMap.ker_eq_bot']
    intro x hx
    by_contra hx0
    exact hno ⟨x, hx0, fun i hi => congrFun (congrArg Prod.fst hx) ⟨i, hi⟩,
      fun i hi => congrFun (congrArg (fun y => y.2.1) hx) ⟨i, hi⟩,
      fun i hi => congrFun (congrArg (fun y => y.2.2) hx) ⟨i, hi⟩⟩
  have hr := LinearMap.finrank_le_finrank_of_injective hf
  simp only [Module.finrank_prod, Module.finrank_fintype_fun_eq_card, Fintype.card_coe,
    Fintype.card_fin] at hr
  omega
```

Because $x$ vanishes on $s$, the two mass forms have the same value $T=\sum_i m_ix_i^2=\sum_i m'_ix_i^2$, and $T>0$. Only old modes with $e_i\ge\lambda_k$ contribute to the potential form, and only new modes with $e'_i\le\lambda'_{k+r}$. Hence

$$\lambda_kT\le x^{T}\Phi x\le\lambda'_{k+r}T<\lambda_kT,$$

a contradiction, so $\lambda_k\le\lambda'_{k+r}$.

In the code `hA` and `hB` are the two counts, `hTT` is the equality of the mass forms, and `hlow` and `hupp` are the two bounds, proved term by term.

```lean
/-- Isotopic substitution on a set `s` of sites: for symmetric force constants and positive
masses, the `k`-th old eigenvalue is at most the `(k + |s|)`-th new one. -/
theorem substitution_interlacing {Φ : Matrix (Fin n) (Fin n) ℝ} (hΦ : Φ.IsSymm)
    {m m' : Fin n → ℝ} (hm : ∀ i, 0 < m i) (hm' : ∀ i, 0 < m' i)
    (s : Finset (Fin n)) (hs : ∀ i, i ∉ s → m' i = m i) {l l' : Fin n → ℝ}
    (hl : IsSortedSpectrum (dynamicalMatrix m Φ) l)
    (hl' : IsSortedSpectrum (dynamicalMatrix m' Φ) l') (k : ℕ) (hk : k + s.card < n) :
    l ⟨k, by omega⟩ ≤ l' ⟨k + s.card, hk⟩ := by
  by_contra hcon
  have hlt := lt_of_not_ge hcon
  obtain ⟨e, Q, hT, hE, he⟩ := exists_normal_coordinates hΦ hm
  obtain ⟨e', Q', hT', hE', he'⟩ := exists_normal_coordinates hΦ hm'
  have hk0 : k < n := by omega
  -- at most k old modes lie below l_k
  have hA : (Finset.univ.filter fun i => e i < l ⟨k, hk0⟩).card ≤ k := by
    rw [← card_levels_eq (hl.2.symm.trans he) (fun t => t < l ⟨k, hk0⟩)]
    calc _ ≤ (Finset.Iio (⟨k, hk0⟩ : Fin n)).card := Finset.card_le_card fun i hi =>
          Finset.mem_Iio.2 (hl.1.reflect_lt (Finset.mem_filter.1 hi).2)
      _ = k := by rw [Fin.card_Iio]
  -- at most n - 1 - (k + |s|) new modes lie above l'_(k + |s|)
  have hB : (Finset.univ.filter fun i => l' ⟨k + s.card, hk⟩ < e' i).card
      ≤ n - 1 - (k + s.card) := by
    rw [← card_levels_eq (hl'.2.symm.trans he') (fun t => l' ⟨k + s.card, hk⟩ < t)]
    calc _ ≤ (Finset.Ioi (⟨k + s.card, hk⟩ : Fin n)).card := Finset.card_le_card fun i hi =>
          Finset.mem_Ioi.2 (hl'.1.reflect_lt (Finset.mem_filter.1 hi).2)
      _ = n - 1 - (k + s.card) := by rw [Fin.card_Ioi]
  obtain ⟨x, hx, hxA, hxB, hxs⟩ := exists_constrained_displacement Q Q' _ _ s
    (show (Finset.univ.filter fun i => e i < l ⟨k, hk0⟩).card +
      (Finset.univ.filter fun i => l' ⟨k + s.card, hk⟩ < e' i).card + s.card < n by omega)
  -- the substituted sites are at rest, so both mass forms agree
  have hTT : ∑ i, m' i * x i ^ 2 = ∑ i, m i * x i ^ 2 := by
    refine Finset.sum_congr rfl fun i _ => ?_
    by_cases hi : i ∈ s
    · rw [hxs i hi]; ring
    · rw [hs i hi]
  have hpos : 0 < ∑ i, m i * x i ^ 2 := by
    obtain ⟨i, hi⟩ := Function.ne_iff.1 hx
    have hi' : x i ≠ 0 := hi
    exact Finset.sum_pos' (fun j _ => mul_nonneg (hm j).le (sq_nonneg _))
      ⟨i, Finset.mem_univ i, mul_pos (hm i) (by positivity)⟩
  have hlow : l ⟨k, hk0⟩ * ∑ i, m i * x i ^ 2 ≤ x ⬝ᵥ Φ *ᵥ x := by
    rw [hT, hE, Finset.mul_sum]
    refine Finset.sum_le_sum fun i _ => ?_
    by_cases hi : e i < l ⟨k, hk0⟩
    · rw [hxA i (Finset.mem_filter.2 ⟨Finset.mem_univ i, hi⟩)]; simp
    · exact mul_le_mul_of_nonneg_right (not_lt.1 hi) (sq_nonneg _)
  have hupp : x ⬝ᵥ Φ *ᵥ x ≤ l' ⟨k + s.card, hk⟩ * ∑ i, m i * x i ^ 2 := by
    rw [← hTT, hT', hE', Finset.mul_sum]
    refine Finset.sum_le_sum fun i _ => ?_
    by_cases hi : l' ⟨k + s.card, hk⟩ < e' i
    · rw [hxB i (Finset.mem_filter.2 ⟨Finset.mem_univ i, hi⟩)]; simp
    · exact mul_le_mul_of_nonneg_right (not_lt.1 hi) (sq_nonneg _)
  have hstrict := mul_lt_mul_of_pos_right hlt hpos
  linarith
```

Q: My isotope sits in a three-dimensional crystal. Changing its mass changes three diagonal entries.

A: Then $s$ has three elements and the shift is three: $\lambda_k\le\lambda'_{k+3}$. A "site" in the code is one coordinate, not one atom. The one-mass theorem is the case $r=1$, applied once in each direction. Its hypothesis `ha` says that the masses agree away from `a`; at `a` they may differ by any amount, up or down.

```lean
/-- Changing one mass: for symmetric force constants and positive masses that differ at most at site
`a`, the `k`-th eigenvalue of either species is at most the `(k + 1)`-th of the other. -/
theorem one_mass_interlacing {Φ : Matrix (Fin n) (Fin n) ℝ} (hΦ : Φ.IsSymm)
    {m m' : Fin n → ℝ} (hm : ∀ i, 0 < m i) (hm' : ∀ i, 0 < m' i)
    (a : Fin n) (ha : ∀ i, i ≠ a → m' i = m i) {l l' : Fin n → ℝ}
    (hl : IsSortedSpectrum (dynamicalMatrix m Φ) l)
    (hl' : IsSortedSpectrum (dynamicalMatrix m' Φ) l') (k : ℕ) (hk : k + 1 < n) :
    l ⟨k, by omega⟩ ≤ l' ⟨k + 1, hk⟩ ∧ l' ⟨k, by omega⟩ ≤ l ⟨k + 1, hk⟩ := by
  have hs : ∀ i, i ∉ ({a} : Finset (Fin n)) → m' i = m i :=
    fun i hi => ha i fun h => hi (Finset.mem_singleton.2 h)
  exact ⟨substitution_interlacing hΦ hm hm' {a} hs hl hl' k hk,
    substitution_interlacing hΦ hm' hm {a} (fun i hi => (hs i hi).symm) hl' hl k hk⟩
```

Q: What about the smallest systems?

A: For $n=1$ there is no admissible $k$ and the theorem says nothing, as it should: $\lambda=\Phi/m$ can be scaled by any positive factor. For $n=2$ only $k=0$ remains, giving $\lambda_0\le\lambda'_1$ and $\lambda'_0\le\lambda_1$.

Q: I would expect a heavier mass to lower every frequency. Why settle for shifted indices?

A: For a stable $\Phi$ no frequency rises when a mass is made heavier, though some may stay the same. This follows from the usual min–max argument, which I have not formalised. For an indefinite $\Phi$ even this can fail, already with two coordinates. A two-by-two spectrum can be verified from its trace and determinant:

```lean
/-- Two ordered numbers with the trace as sum and the determinant as product are the sorted
spectrum of a two-by-two matrix. -/
theorem isSortedSpectrum_two {A : Matrix (Fin 2) (Fin 2) ℝ} {p q : ℝ} (h : p ≤ q)
    (ht : A.trace = p + q) (hd : A.det = p * q) : IsSortedSpectrum A ![p, q] := by
  constructor
  · refine Fin.monotone_iff_le_succ.2 fun i => ?_
    fin_cases i
    exact h
  · rw [Matrix.charpoly_fin_two, ht, hd, Fin.prod_univ_two, C_add, C_mul]
    change _ = (X - C p) * (X - C q)
    ring
```

Take $\Phi=\begin{pmatrix}0&1\\1&0\end{pmatrix}$ and raise the first mass from 1 to 4. The eigenvalues go from $-1,1$ to $-\tfrac12,\tfrac12$: the lower one rises and the upper one falls. So neither $\lambda'_k\le\lambda_k$ nor $\lambda_k\le\lambda'_k$ holds for all $k$ in general. For a stable $\Phi$ and a heavier mass the shifted inequality still adds something: $\lambda_k\le\lambda'_{k+1}$ limits how far every level but the lowest can fall.

```lean
/-- For the force constants `!![0, 1; 1, 0]`, raising the first mass from 1 to 4 changes the
eigenvalues from `-1, 1` to `-1/2, 1/2`: one goes up and the other goes down. -/
theorem shifts_of_both_signs :
    IsSortedSpectrum (dynamicalMatrix ![1, 1] !![0, 1; 1, 0]) ![-1, 1] ∧
    IsSortedSpectrum (dynamicalMatrix ![4, 1] !![0, 1; 1, 0]) ![-1 / 2, 1 / 2] := by
  constructor <;> apply isSortedSpectrum_two
  · norm_num
  · rw [trace_fin_two]
    norm_num [dynamicalMatrix, diagonal_mul]
  · rw [det_fin_two]
    norm_num [dynamicalMatrix, diagonal_mul]
  · norm_num
  · rw [trace_fin_two]
    norm_num [dynamicalMatrix, diagonal_mul]
  · rw [det_fin_two]
    norm_num [dynamicalMatrix, diagonal_mul]

end

end IsotopicSubstitution
```

```lean
#print axioms IsotopicSubstitution.exists_sorted_spectrum
-- 'IsotopicSubstitution.exists_sorted_spectrum' depends on axioms: [propext, Classical.choice, Quot.sound]
#print axioms IsotopicSubstitution.one_mass_interlacing
-- 'IsotopicSubstitution.one_mass_interlacing' depends on axioms: [propext, Classical.choice, Quot.sound]
#print axioms IsotopicSubstitution.shifts_of_both_signs
-- 'IsotopicSubstitution.shifts_of_both_signs' depends on axioms: [propext, Classical.choice, Quot.sound]
```

Q: What do I still have to supply before applying this to a real crystal or molecule?

A: For a crystal, a finite model such as a periodic supercell, because $n$ is finite here. In every case, that both isotopic species have the same $\Phi$. The theorem uses one matrix for both, which stands for the Born–Oppenheimer picture: the electronic energy surface does not depend on the nuclear masses, and both species are expanded about the same geometry. If each species were instead expanded about its own mean structure, which anharmonic zero-point motion shifts by a mass-dependent amount, the two matrices would in general differ.

Q: And where would I meet it?

A: In electronic-structure work, where one computed Hessian is combined with several sets of masses. Within that finite harmonic model, if $r$ coordinates change their mass, then $\lambda_{k-r}\le\lambda'_k\le\lambda_{k+r}$, each bound holding whenever its index lies between $0$ and $n-1$. These bounds on the new squared frequencies need no second diagonalisation.
